# A point of the Wigner-Seitz cell has no second periodic image in the cell exactly when it lies on no bisecting plane

A periodic simulation that follows the minimum-image convention replaces the separation vector of two particles by its shortest periodic image, and the vector it gets is well defined only if a single image is shortest. For a separation $x$ that already lies in the Wigner-Seitz cell of a lattice $L$, the file below proves that $x$ is the only image in the cell if and only if $2\langle x,R\rangle < \|R\|^2$ for every nonzero lattice vector $R$, where $\langle\cdot,\cdot\rangle$ is the scalar product and $\|\cdot\|$ the length.

```lean
import Mathlib

open scoped InnerProductSpace

namespace WignerSeitzUniqueImage

variable {E : Type*} [NormedAddCommGroup E] [InnerProductSpace ℝ E]

/-- The Wigner-Seitz cell of `L`: the points at least as close to the origin as to any
lattice vector. -/
def wignerSeitz (L : AddSubgroup E) : Set E := {x | ∀ R ∈ L, ‖x‖ ≤ ‖x - R‖}

/-- The periodic images of `x`: the set `x + L`. -/
def images (L : AddSubgroup E) (x : E) : Set E := {y | ∃ R ∈ L, y = x + R}

/-- The strict cell: the points with `2⟨x,R⟩ < ‖R‖²` for every nonzero lattice vector `R`. -/
def strictCell (L : AddSubgroup E) : Set E :=
  {x | ∀ R ∈ L, R ≠ 0 → 2 * ⟪x, R⟫_ℝ < ‖R‖ ^ 2}

/-- A point `x` is strictly closer to the origin than to `R` exactly when
`2⟨x,R⟩ < ‖R‖²`. -/
theorem closer_iff (x R : E) : ‖x‖ < ‖x - R‖ ↔ 2 * ⟪x, R⟫_ℝ < ‖R‖ ^ 2 := by
  have h := sq_lt_sq₀ (norm_nonneg x) (norm_nonneg (x - R))
  rw [← h, norm_sub_sq_real]
  constructor <;> intro _ <;> linarith

/-- A point `x` is equidistant from the origin and `R` exactly when it lies on the
bisecting plane `2⟨x,R⟩ = ‖R‖²`. -/
theorem equidistant_iff (x R : E) : ‖x - R‖ = ‖x‖ ↔ 2 * ⟪x, R⟫_ℝ = ‖R‖ ^ 2 := by
  have h := sq_eq_sq₀ (norm_nonneg (x - R)) (norm_nonneg x)
  rw [← h, norm_sub_sq_real]
  constructor <;> intro _ <;> linarith

/-- For `x` in the Wigner-Seitz cell and a lattice vector `R`, the image `x - R` lies in the
cell exactly when `x` is on the bisecting plane `2⟨x,R⟩ = ‖R‖²`. -/
theorem sub_mem_iff {L : AddSubgroup E} {x R : E} (hx : x ∈ wignerSeitz L) (hR : R ∈ L) :
    x - R ∈ wignerSeitz L ↔ 2 * ⟪x, R⟫_ℝ = ‖R‖ ^ 2 := by
  rw [← equidistant_iff]
  constructor
  · intro h
    -- compare the image with the lattice vector -R
    have h1 : ‖x - R‖ ≤ ‖x - R - -R‖ := h (-R) (L.neg_mem hR)
    rw [sub_neg_eq_add, sub_add_cancel] at h1
    exact le_antisymm h1 (hx R hR)
  · intro h S hS
    -- compare x with the lattice vector R + S
    calc ‖x - R‖ = ‖x‖ := h
      _ ≤ ‖x - (R + S)‖ := hx (R + S) (L.add_mem hR hS)
      _ = ‖x - R - S‖ := by rw [sub_sub]

/-- The strict cell is contained in the Wigner-Seitz cell. -/
theorem strictCell_subset (L : AddSubgroup E) : strictCell L ⊆ wignerSeitz L := by
  intro x hx R hR
  by_cases h0 : R = 0
  · rw [h0, sub_zero]
  · exact ((closer_iff x R).2 (hx R hR h0)).le

/-- For `x` in the Wigner-Seitz cell, `x` is the only periodic image of `x` in the cell if and
only if `2⟨x,R⟩ < ‖R‖²` for every nonzero lattice vector `R`. -/
theorem unique_image_iff {L : AddSubgroup E} {x : E} (hx : x ∈ wignerSeitz L) :
    (∀ y ∈ images L x, y ∈ wignerSeitz L → y = x) ↔
      ∀ R ∈ L, R ≠ 0 → 2 * ⟪x, R⟫_ℝ < ‖R‖ ^ 2 := by
  constructor
  · intro h R hR hR0
    rw [← closer_iff]
    refine lt_of_le_of_ne (hx R hR) fun heq => hR0 ?_
    -- on the bisecting plane, x - R would be a second image in the cell
    have hW : x - R ∈ wignerSeitz L :=
      (sub_mem_iff hx hR).2 ((equidistant_iff x R).1 heq.symm)
    have himg : x - R ∈ images L x := ⟨-R, L.neg_mem hR, sub_eq_add_neg x R⟩
    exact sub_eq_self.1 (h (x - R) himg hW)
  · intro h y hy hW
    obtain ⟨R, hR, hyR⟩ := hy
    by_contra hne
    have hR0 : -R ≠ 0 := by
      intro h0
      apply hne
      rw [hyR, neg_eq_zero.1 h0, add_zero]
    -- a second image x + R puts x on the bisecting plane of -R
    have hW' : x - -R ∈ wignerSeitz L := by
      rw [sub_neg_eq_add, ← hyR]
      exact hW
    have heq := (sub_mem_iff hx (L.neg_mem hR)).1 hW'
    exact (h (-R) (L.neg_mem hR) hR0).ne heq

/-- For any point `x`, the periodic images of `x` in the Wigner-Seitz cell form exactly the
set `{x}` if and only if `x` lies in the strict cell. -/
theorem images_inter_eq_singleton_iff (L : AddSubgroup E) (x : E) :
    images L x ∩ wignerSeitz L = {x} ↔ x ∈ strictCell L := by
  rw [Set.eq_singleton_iff_unique_mem]
  constructor
  · rintro ⟨hx, h⟩
    exact (unique_image_iff hx.2).1 fun y hy hW => h y ⟨hy, hW⟩
  · intro h
    have hx := strictCell_subset L h
    refine ⟨⟨⟨0, L.zero_mem, (add_zero x).symm⟩, hx⟩, fun y hy => ?_⟩
    exact (unique_image_iff hx).2 h y hy.1 hy.2

/-- If a point lies in the strict cell centred on the lattice vector `R` and in the
Wigner-Seitz cell centred on the lattice vector `S`, then `R = S`. -/
theorem translate_unique {L : AddSubgroup E} {x R S : E} (hR : R ∈ L) (hS : S ∈ L)
    (hxR : x - R ∈ strictCell L) (hxS : x - S ∈ wignerSeitz L) : R = S := by
  have himg : x - S ∈ images L (x - R) := ⟨R - S, L.sub_mem hR hS, by abel⟩
  have h : x - S = x - R :=
    (unique_image_iff (strictCell_subset L hxR)).2 hxR (x - S) himg hxS
  exact (sub_right_inj.1 h).symm

/-- If `x` is in the Wigner-Seitz cell and `0 ≤ t < 1`, then `t x` is the only periodic image
of `t x` in the cell. -/
theorem smul_unique_image {L : AddSubgroup E} {x : E} (hx : x ∈ wignerSeitz L) {t : ℝ}
    (h0 : 0 ≤ t) (h1 : t < 1) :
    images L (t • x) ∩ wignerSeitz L = {t • x} := by
  rw [images_inter_eq_singleton_iff]
  intro R hR hR0
  have hsq : ‖x‖ ^ 2 ≤ ‖x - R‖ ^ 2 := pow_le_pow_left₀ (norm_nonneg x) (hx R hR) 2
  rw [norm_sub_sq_real] at hsq
  have hle : 0 ≤ ‖R‖ ^ 2 - 2 * ⟪x, R⟫_ℝ := by linarith
  have hpos : 0 < ‖R‖ ^ 2 := pow_pos (norm_pos_iff.2 hR0) 2
  rw [real_inner_smul_left]
  -- 2t⟨x,R⟩ ≤ t‖R‖² < ‖R‖²
  nlinarith [mul_nonneg h0 hle, mul_pos (sub_pos.2 h1) hpos]

/-- For the chain of integer multiples of a nonzero vector `a`, the periodic images of `x` in
the Wigner-Seitz cell form exactly the set `{x}` if and only if `2|⟨x,a⟩| < ‖a‖²`. -/
theorem chain_unique_image_iff {a : E} (ha : a ≠ 0) (x : E) :
    images (AddSubgroup.zmultiples a) x ∩ wignerSeitz (AddSubgroup.zmultiples a) = {x} ↔
      2 * |⟪x, a⟫_ℝ| < ‖a‖ ^ 2 := by
  rw [images_inter_eq_singleton_iff]
  constructor
  · intro h
    have hmem : a ∈ AddSubgroup.zmultiples a := AddSubgroup.mem_zmultiples a
    have h1 := h a hmem ha
    have h2 := h (-a) ((AddSubgroup.zmultiples a).neg_mem hmem) (neg_ne_zero.2 ha)
    rw [inner_neg_right, norm_neg] at h2
    rcases abs_cases ⟪x, a⟫_ℝ with hc | hc <;> linarith [hc.1]
  · intro h R hR hR0
    obtain ⟨n, rfl⟩ := AddSubgroup.mem_zmultiples_iff.1 hR
    have hn : n ≠ 0 := by
      intro h0
      apply hR0
      rw [h0, zero_smul]
    have hm : (1 : ℝ) ≤ |(n : ℝ)| := by exact_mod_cast Int.one_le_abs hn
    have hp : (n : ℝ) * ⟪x, a⟫_ℝ ≤ |(n : ℝ)| * |⟪x, a⟫_ℝ| := by
      rw [← abs_mul]
      exact le_abs_self _
    rw [← Int.cast_smul_eq_zsmul ℝ n a, real_inner_smul_right, norm_smul, mul_pow,
      Real.norm_eq_abs]
    have hm0 : (0 : ℝ) < |(n : ℝ)| := by linarith
    -- 2n⟨x,a⟩ ≤ 2|n||⟨x,a⟩| < |n|‖a‖² ≤ n²‖a‖²
    nlinarith [mul_pos hm0 (sub_pos.2 h),
      mul_nonneg (mul_nonneg hm0.le (sub_nonneg.2 hm)) (sq_nonneg ‖a‖)]

end WignerSeitzUniqueImage
```

```lean
#print axioms WignerSeitzUniqueImage.images_inter_eq_singleton_iff
-- 'WignerSeitzUniqueImage.images_inter_eq_singleton_iff' depends on axioms: [propext, Classical.choice, Quot.sound]
#print axioms WignerSeitzUniqueImage.translate_unique
-- 'WignerSeitzUniqueImage.translate_unique' depends on axioms: [propext, Classical.choice, Quot.sound]
#print axioms WignerSeitzUniqueImage.smul_unique_image
-- 'WignerSeitzUniqueImage.smul_unique_image' depends on axioms: [propext, Classical.choice, Quot.sound]
#print axioms WignerSeitzUniqueImage.chain_unique_image_iff
-- 'WignerSeitzUniqueImage.chain_unique_image_iff' depends on axioms: [propext, Classical.choice, Quot.sound]
```

## The space, the lattice and three sets

The space `E` is any real vector space with a scalar product, written `⟪x, R⟫_ℝ` in Lean and $\langle x,R\rangle$ here, and the length obeys $\|x\|^2 = \langle x,x\rangle$. Ordinary position space and wavevector space are the cases of interest, but no dimension is fixed. The lattice is a term `L : AddSubgroup E`, a set of vectors that contains $0$ and is closed under sums and negatives. Physically this says that the translations leaving an ideal crystal or a periodically repeated simulation box invariant can be composed and undone. Nothing requires $L$ to be discrete, to have a basis, or to span the space.

Three sets are defined. The cell `wignerSeitz L` is

$$W = \{x : \|x\| \le \|x-R\| \text{ for all } R \in L\}.$$

It is centred on the origin, and the inequality is weak, so a point of the cell may be equally far from the origin and from another lattice point. The set `images L x` is $x + L = \{x + R : R \in L\}$. As $R$ runs through $L$ so does $-R$, which means that $x \in W$ says that $x$ is a shortest vector of $x+L$. The set `strictCell L` is

$$W^{<} = \{x : 2\langle x,R\rangle < \|R\|^2 \text{ for all } R \in L,\ R \neq 0\}.$$

For $R \ne 0$ and the unit vector $\hat R = R/\|R\|$, the condition reads $\langle x,\hat R\rangle < \|R\|/2$: the component of $x$ along $R$ is less than half the length of $R$. The plane $\langle x,\hat R\rangle = \|R\|/2$ bisects the segment from $0$ to $R$ at right angles. The zero vector is left out of the condition because for it the inequality would read $0<0$.

## What the theorems state

The main theorem `unique_image_iff` assumes `hx : x ∈ wignerSeitz L`. Its left side, `∀ y ∈ images L x, y ∈ wignerSeitz L → y = x`, says that every image of $x$ lying in $W$ is $x$ itself. Its right side is the defining condition of $W^{<}$, written out. The theorem `images_inter_eq_singleton_iff` states a set form for an arbitrary point: $(x+L)\cap W = \{x\}$ if and only if $x \in W^{<}$. It needs no assumption on $x$, since either side already implies $x \in W$.

Three consequences follow. By `translate_unique`, if $R$ and $S$ are lattice vectors with $x - R \in W^{<}$ and $x - S \in W$, then $R = S$; the strict cell centred on one lattice point meets no closed cell centred on another. By `smul_unique_image`, if $x \in W$ and $t$ is a real number with $0 \le t < 1$, then $(tx + L) \cap W = \{tx\}$. By `chain_unique_image_iff`, for the chain $L = \{na : n \in \mathbb{Z}\}$ of integer multiples of a vector $a \neq 0$, written `AddSubgroup.zmultiples a`, the equality $(x+L)\cap W = \{x\}$ holds if and only if $2|\langle x,a\rangle| < \|a\|^2$. In terms of the fractional coordinate $s = \langle x,a\rangle/\|a\|^2$ this is $|s| < 1/2$. The vector $a$ may sit in a space of any dimension, and the components of $x$ perpendicular to $a$ are then unrestricted.

The theorems concern uniqueness. They do not say that an arbitrary point has an image in $W$, so they give the non-overlap half of a tiling and not the covering half. They do not count the faces of the cell, compute its volume, or identify $W^{<}$ with the topological interior of $W$.

## Minimum images and Brillouin-zone boundaries

For a pair of point particles in a periodic box with exact, real-valued coordinates, two tied images have the same length, so a potential depending only on the distance is unaffected while the direction assigned to the pair force is ambiguous whenever that force is nonzero at the tied distance (a tie on the plane of $R$ has $\|x\| \ge \|R\|/2$, so a potential cut off below half the shortest lattice vector exerts no force there), and the theorem places these ties on the bisecting planes. When $L$ is the reciprocal lattice, $W$ is the first Brillouin zone, and for non-interacting free electrons, whose energy is proportional to the squared wavevector, the equation $2\langle k,G\rangle = \|G\|^2$ for a wavevector $k$ and a reciprocal-lattice vector $G$ is the condition that the plane waves $k$ and $k-G$ have equal energy. By `sub_mem_iff`, a wavevector of the zone has a second, equivalent wavevector in the zone exactly when it lies on such a plane with $G \neq 0$; this is a matter of geometry and holds whatever the band energies are. The vectors $k$ and $G$ must follow the same convention, both with the factor $2\pi$ or both without it.

## Why a second image forces a bisecting plane

The first step turns comparisons of distances into conditions linear in $x$. Expanding the square gives

$$\|x-R\|^2 = \|x\|^2 - 2\langle x,R\rangle + \|R\|^2 .$$

Lengths are non-negative, so they compare as their squares do. Cancelling $\|x\|^2$ leaves

$$\|x\| < \|x-R\| \iff 2\langle x,R\rangle < \|R\|^2, \qquad \|x-R\| = \|x\| \iff 2\langle x,R\rangle = \|R\|^2 .$$

These are `closer_iff` and `equidistant_iff`. In each, `sq_lt_sq₀` or `sq_eq_sq₀` replaces the lengths by their squares, `norm_sub_sq_real` performs the expansion, and `linarith` cancels $\|x\|^2$, treating the two squared lengths and the scalar product as three unknown numbers.

The second step is `sub_mem_iff`: for $x \in W$ and $R \in L$, the image $x-R$ lies in $W$ if and only if $2\langle x,R\rangle = \|R\|^2$. By the first step the right side is $\|x-R\| = \|x\|$, and the proof opens with this rewriting. Suppose $x - R \in W$. Its defining inequality holds for the lattice vector $-R$, so

$$\|x-R\| \le \|(x-R)-(-R)\| = \|x\| .$$

Since $x \in W$ gives $\|x\| \le \|x-R\|$, the two lengths are equal, which is the use of `le_antisymm`. Conversely, suppose $\|x-R\| = \|x\|$ and let $S$ be any lattice vector. Then $R+S \in L$, and

$$\|x-R\| = \|x\| \le \|x-(R+S)\| = \|(x-R)-S\| ,$$

which is the defining inequality of $W$ for the point $x-R$. The `calc` block consists of these three relations in this order. For $R=0$ both sides of the lemma are true and nothing is learned.

The third step is the main theorem. Assume that $x$ is the only image in $W$, and let $R \neq 0$ be a lattice vector. The goal is $\|x\| < \|x-R\|$. The weak inequality holds because $x \in W$, so `lt_of_le_of_ne` reduces the goal to excluding equality. If the lengths were equal, the second step would put $x-R$ in $W$. This point is an image, namely $x + (-R)$, so uniqueness would give $x - R = x$, and `sub_eq_self` turns that into $R=0$, a contradiction. For the other direction assume all the strict inequalities, and let $y = x+R$ be an image in $W$ with $y \neq x$. Then $-R \neq 0$ and $y = x-(-R)$, so the second step gives $2\langle x,-R\rangle = \|{-R}\|^2$. The assumption applied to $-R$ says that the left side is strictly smaller, and the last line of the proof sets the two against each other.

For the set form, `Set.eq_singleton_iff_unique_mem` splits $(x+L)\cap W = \{x\}$ into two statements: $x$ belongs to the intersection, and every member of the intersection equals $x$. Going forwards, the first statement supplies $x \in W$ and the main theorem applies. Going backwards, `strictCell_subset` supplies it: for $R=0$ the inequality $\|x\| \le \|x-R\|$ is an equality, and for $R\neq 0$ it is the weakened form of `closer_iff`. That $x$ is an image of itself is $x = x+0$.

## Translates, shrunken points and the chain

For `translate_unique`, write $x - S = (x-R) + (R-S)$. This shows $x-S$ to be an image of $x-R$. It lies in $W$, and $x-R$ lies in $W^{<}$, so the main theorem gives $x-S = x-R$ and hence $R=S$.

For `smul_unique_image` it is enough to show $tx \in W^{<}$. Squaring $\|x\| \le \|x-R\|$ and expanding gives $\|R\|^2 - 2\langle x,R\rangle \ge 0$, and $R \neq 0$ gives $\|R\|^2 > 0$. Then

$$\|R\|^2 - 2t\langle x,R\rangle = t\left(\|R\|^2 - 2\langle x,R\rangle\right) + (1-t)\|R\|^2 > 0 ,$$

because the first term is non-negative and the second positive. The two terms are the two hints passed to `nlinarith`, after `real_inner_smul_left` has pulled $t$ out of the scalar product.

For the chain, the forward direction applies the strict condition to $a$ and to $-a$. This gives $2\langle x,a\rangle < \|a\|^2$ and $-2\langle x,a\rangle < \|a\|^2$, which together bound the absolute value. For the backward direction a nonzero lattice vector is $R = na$ with an integer $n \neq 0$, so $|n| \ge 1$, and

$$2n\langle x,a\rangle \le 2|n|\,|\langle x,a\rangle| < |n|\,\|a\|^2 \le |n|^2\|a\|^2 = \|na\|^2 .$$

The first inequality is `hp`. The second and third come from the hints $|n|\,(\|a\|^2 - 2|\langle x,a\rangle|) > 0$ and $|n|\,(|n|-1)\,\|a\|^2 \ge 0$. The two nearest neighbours $\pm a$ thus decide the question for the whole chain.

## `AddSubgroup` as the carrier of periodicity

A term of type `AddSubgroup E` bundles a set of vectors with proofs of its closure properties, and the proofs are reached by name. From `hR : R ∈ L`, the term `L.neg_mem hR` proves $-R \in L$; from `hR` and `hS : S ∈ L`, the terms `L.add_mem hR hS` and `L.sub_mem hR hS` prove $R+S \in L$ and $R - S \in L$; and `L.zero_mem` proves $0 \in L$.

These terms fit directly into the definition of the cell. Membership in `wignerSeitz L` is a statement of the form "for all $R$, if $R \in L$, then an inequality", so the hypothesis `hx` can be applied like a function to a vector and a proof that it is a lattice vector. The expression `hx (R + S) (L.add_mem hR hS)` is the inequality $\|x\| \le \|x-(R+S)\|$, and `h (-R) (L.neg_mem hR)` in the same lemma is the comparison of $x-R$ with $-R$. Each direction of `sub_mem_iff` rests on one closure property: negation for the forward direction, addition for the backward one. Together they express that $x$ and $x-R$ see the same set of lattice neighbours. In the general theorems nothing about $L$ is used beyond these closure properties, closure under differences (in `translate_unique`) and $0 \in L$ (in the set form), and the proofs accordingly hold without discreteness or a basis.

## The trivial group, the line and a dense subgroup

The smallest lattice is $L = \{0\}$. Then $W$ is the whole space, the strict condition has no vector to test, and every point is its own only image. This case also accounts for `ha : a ≠ 0` in the chain theorem: for $a=0$ the left side is true while the right side reads $0<0$.

On the real line with lattice constant $a>0$, the chain criterion is $|x| < a/2$. The cell is the closed interval from $-a/2$ to $a/2$, and its two end points are images of each other. Taking $x = a/2$ in `smul_unique_image`, every $tx$ with $0 \le t<1$ is unique, and uniqueness is lost at $t=1$. At $t=0$ the theorem says that the origin is its only image in the cell, whatever $L$ is.

The opposite extreme is the subgroup of rational numbers in the real line; this example is an ordinary argument added for orientation, and the file contains no theorem about it. Every $x \neq 0$ has a rational number closer to it than the origin is, so $W = W^{<} = \{0\}$, and the strict cell differs from the interior of $W$, which is empty. The point $x = \sqrt2$ has no image in $W$ at all. The left side of `unique_image_iff` would then be true for lack of any $y$, while the right side fails at $R=1$. The hypothesis `hx` excludes this situation, and the set form excludes it by demanding that $x$ itself be in the intersection.
